# With nondecreasing energy steps, the least ensemble energy is linear between integer electron numbers

Take two identical fragments, so far apart that they do not interact, with one electron between them. Suppose that a method assigns half an electron an energy below the average of the energies for zero and one electron. With half an electron on each fragment, the method then reports a total energy lower than that of one occupied and one empty fragment. Semilocal density functionals make this error for the stretched ion $\mathrm{H}_2^+$.

The error is excluded if a fractional electron number is read as the mean of a statistical mixture of integer numbers, and if each added electron releases no more energy than the one before. Under that second condition, which is assumed here and not derived from a Hamiltonian, the lowest energy at a fractional mean lies on the straight line between the neighbouring integers. This gives a reference against which the fractional-charge behaviour of an electronic-structure method can be judged, in a model where a system is only a list of energies, one for each electron number, and the mixtures are finite. No density or density functional enters.

## Energies, steps and mixtures

```lean
import Mathlib

open Finset

namespace FractionalCharge

noncomputable section

/-- The energy change `E(n+1) - E(n)` on adding one electron to the `n`-electron system. -/
def step (E : ℕ → ℝ) (n : ℕ) : ℝ := E (n + 1) - E n
```

The type `ℕ → ℝ` says that `E` assigns a real number $E(n)$ to each electron number $n = 0, 1, 2, \dots$. The definition `step E n` is the difference

$$\Delta_n = E(n+1) - E(n).$$

Its negative, $-\Delta_n$, is the electron affinity of the $n$-electron system and also the ionisation energy of the $(n+1)$-electron system. The condition that the differences are nondecreasing, $\Delta_m \le \Delta_n$ whenever $m \le n$, appears below as `Monotone (step E)`. In physical terms, the condition says that successive ionisation energies do not decrease as electrons are removed.

```lean
/-- A statistical mixture of finitely many electron numbers, with nonnegative weights
that sum to one. -/
structure Ensemble where
  /-- The electron numbers that are mixed. -/
  states : Finset ℕ
  /-- The probability of each electron number in `states`; values elsewhere have no meaning. -/
  weight : ℕ → ℝ
  nonneg : ∀ n, 0 ≤ weight n
  total : ∑ n ∈ states, weight n = 1
```

A `structure` bundles data with the conditions that they satisfy. An ensemble consists of a finite set $S$ of electron numbers (`states`) and weights $p_n$ (`weight`), together with proofs that $p_n \ge 0$ and $\sum_{n\in S} p_n = 1$. The function `weight` is defined on all of `ℕ`, but only its values on `states` enter any sum. There is no limit on how many electron numbers are mixed or how far apart they are.

```lean
/-- The mean electron number of an ensemble. -/
def Ensemble.mean (P : Ensemble) : ℝ := ∑ n ∈ P.states, P.weight n * (n : ℝ)
```

This is the mean electron number, $\bar n = \sum_{n\in S} p_n\, n$. The notation `(n : ℝ)` turns the natural number $n$ into a real one.

```lean
/-- The mean energy of an ensemble, when `n` electrons have energy `E n`. -/
def Ensemble.energy (P : Ensemble) (E : ℕ → ℝ) : ℝ := ∑ n ∈ P.states, P.weight n * E n
```

This is the mean energy, $\bar E = \sum_{n\in S} p_n E(n)$. Each electron number contributes its single energy $E(n)$, normally the lowest energy that $n$ electrons can have or approach.

```lean
/-- The mixture of two different electron numbers `a` and `b` with weights `1 - w` and `w`,
for `0 ≤ w ≤ 1`. -/
def pair (a b : ℕ) (hab : a ≠ b) (w : ℝ) (h0 : 0 ≤ w) (h1 : w ≤ 1) : Ensemble where
  states := {a, b}
  weight n := if n = a then 1 - w else w
  nonneg n := by
    split_ifs
    · linarith
    · exact h0
  total := by
    rw [Finset.sum_pair hab]
    simp [hab.symm]
```

The mixture `pair a b` gives weight $1-w$ to $a$ electrons and $w$ to $b$ electrons. The arguments `hab`, `h0` and `h1` are proofs that $a \ne b$, $0 \le w$ and $w \le 1$. The last two fields prove what every ensemble requires: both weights are nonnegative, and $(1-w) + w = 1$.

```lean
/-- The two-state mixture has mean electron number `(1 - w) a + w b`. -/
theorem pair_mean (a b : ℕ) (hab : a ≠ b) (w : ℝ) (h0 : 0 ≤ w) (h1 : w ≤ 1) :
    (pair a b hab w h0 h1).mean = (1 - w) * a + w * b := by
  simp only [Ensemble.mean, pair]
  rw [Finset.sum_pair hab]
  simp [hab.symm]
```

By hand there are just two terms, so $\bar n = (1-w)a + wb$. The proof does the same: `Finset.sum_pair` writes the sum over two different elements as two terms, and `simp` evaluates the weights.

```lean
/-- The two-state mixture has energy `(1 - w) E(a) + w E(b)`. -/
theorem pair_energy (E : ℕ → ℝ) (a b : ℕ) (hab : a ≠ b) (w : ℝ) (h0 : 0 ≤ w) (h1 : w ≤ 1) :
    (pair a b hab w h0 h1).energy E = (1 - w) * E a + w * E b := by
  simp only [Ensemble.energy, pair]
  rw [Finset.sum_pair hab]
  simp [hab.symm]
```

In the same way, $\bar E = (1-w)E(a) + wE(b)$.

## A line below every integer energy

```lean
/-- If the energy differences are nondecreasing, the straight line through the energies of
`N` and `N + 1` electrons lies nowhere above the energy at integer electron number. -/
theorem line_le {E : ℕ → ℝ} (hE : Monotone (step E)) (N n : ℕ) :
    E N + ((n : ℝ) - N) * step E N ≤ E n := by
  rcases le_total N n with h | h
  · -- add electrons one at a time
    induction n, h using Nat.le_induction with
    | base => simp
    | succ m hm ih =>
      have hs := hE hm
      have hd : step E m = E (m + 1) - E m := rfl
      push_cast
      linarith
  · -- remove electrons one at a time
    have down : ∀ k m : ℕ, m + k = N → E N + ((m : ℝ) - N) * step E N ≤ E m := by
      intro k
      induction k with
      | zero =>
        intro m hm
        have hmN : m = N := by omega
        rw [hmN]
        simp
      | succ k ih =>
        intro m hm
        have hl := ih (m + 1) (by omega)
        have hs := hE (show m ≤ N by omega)
        have hd : step E m = E (m + 1) - E m := rfl
        push_cast at hl
        linarith
    exact down (N - n) n (by omega)
```

The curly brackets around `E` mean that Lean infers this argument from the others. The theorem says that for all $N$ and $n$,

$$E(N) + (n-N)\,\Delta_N \le E(n).$$

The left side is the straight line through the energies at $N$ and $N+1$, evaluated at $n$.

For $n \ge N$, add electrons one at a time. At $n = N$ the two sides are equal. If the inequality holds at some $m \ge N$, then $\Delta_m \ge \Delta_N$ gives

$$E(m+1) = E(m) + \Delta_m \ge E(N) + (m-N)\Delta_N + \Delta_N = E(N) + (m+1-N)\Delta_N.$$

For $n \le N$, remove electrons. If the inequality holds at $m+1 \le N$, then $\Delta_m \le \Delta_N$ gives

$$E(m) = E(m+1) - \Delta_m \ge E(N) + (m+1-N)\Delta_N - \Delta_N = E(N) + (m-N)\Delta_N.$$

In Lean, `rcases le_total N n` separates the two directions. The upward induction is `Nat.le_induction`; the downward one, named `down`, counts the number $k$ of electrons removed. In both, `ih` or `hl` is the inequality already known, `hs` compares the two steps and `hd` spells out $\Delta_m$. The tactic `linarith` then combines them as linear inequalities.

## Averaging over a mixture

```lean
/-- The weighted excess of the energies over a straight line is the excess of the ensemble
energy over that line at the mean electron number. -/
theorem sum_excess (P : Ensemble) (E : ℕ → ℝ) (a x D : ℝ) :
    ∑ n ∈ P.states, P.weight n * (E n - (a + ((n : ℝ) - x) * D))
      = P.energy E - (a + (P.mean - x) * D) := by
  have h : ∀ n ∈ P.states, P.weight n * (E n - (a + ((n : ℝ) - x) * D))
      = P.weight n * E n - (a - x * D) * P.weight n - D * (P.weight n * (n : ℝ)) := by
    intro n _
    ring
  rw [Finset.sum_congr rfl h, Finset.sum_sub_distrib, Finset.sum_sub_distrib,
    ← Finset.mul_sum, ← Finset.mul_sum, P.total]
  simp only [Ensemble.energy, Ensemble.mean]
  ring
```

For any line $a + (n-x)D$, with real constants $a$, $x$ and $D$, the weighted excess of the energies over the line is

$$\sum_{n\in S} p_n\bigl[E(n) - a - (n-x)D\bigr] = \bar E - \bigl[a + (\bar n - x)D\bigr].$$

To see this, split each term into $p_nE(n) - (a-xD)p_n - D\,p_n n$ and sum. The three sums are $\bar E$, $(a-xD)\cdot 1$ and $D\bar n$. The proof makes this split in `h`, takes the constants out of the sums with `Finset.mul_sum`, and uses `P.total` for the normalisation.

```lean
/-- If the energy differences are nondecreasing, an ensemble energy is never below the line
through the energies of `N` and `N + 1` electrons, taken at the mean electron number. -/
theorem line_le_energy {E : ℕ → ℝ} (hE : Monotone (step E)) (P : Ensemble) (N : ℕ) :
    E N + (P.mean - N) * step E N ≤ P.energy E := by
  have h : 0 ≤ ∑ n ∈ P.states, P.weight n * (E n - (E N + ((n : ℝ) - N) * step E N)) :=
    Finset.sum_nonneg fun n _ => mul_nonneg (P.nonneg n) (sub_nonneg.2 (line_le hE N n))
  rw [sum_excess] at h
  linarith
```

Now choose the line through $N$ and $N+1$. Every excess $E(n) - E(N) - (n-N)\Delta_N$ is nonnegative by `line_le`, and so is every weight. Their weighted sum is therefore nonnegative, and the identity above turns this into

$$E(N) + (\bar n - N)\Delta_N \le \bar E.$$

This holds for every $N$, whether or not $\bar n$ lies between $N$ and $N+1$.

## The minimum at mean number $N+w$

```lean
/-- If the energy differences are nondecreasing, the least energy of an ensemble with mean
electron number `N + w`, `0 ≤ w ≤ 1`, is `(1 - w) E(N) + w E(N+1)`. -/
theorem piecewise_linear_energy {E : ℕ → ℝ} (hE : Monotone (step E)) (N : ℕ) {w : ℝ}
    (h0 : 0 ≤ w) (h1 : w ≤ 1) :
    IsLeast {e : ℝ | ∃ P : Ensemble, P.mean = N + w ∧ P.energy E = e}
      ((1 - w) * E N + w * E (N + 1)) := by
  constructor
  · -- the mixture of the two adjacent integers attains the value
    refine ⟨pair N (N + 1) (by omega) w h0 h1, ?_, pair_energy E _ _ _ _ _ _⟩
    rw [pair_mean]
    push_cast
    ring
  · rintro e ⟨P, hm, rfl⟩
    have h := line_le_energy hE P N
    rw [hm] at h
    simp only [step] at h
    linarith
```

The set in curly brackets contains every energy that some ensemble with mean number $N+w$ can have. `IsLeast` says two things about the value $(1-w)E(N) + wE(N+1)$: it belongs to this set, and no member of the set is smaller.

For the first, mix $N$ and $N+1$ with weights $1-w$ and $w$. The mean is $(1-w)N + w(N+1) = N+w$, and the energy is the stated value. For the second, put $\bar n = N+w$ into the previous bound:

$$\bar E \ge E(N) + w\,[E(N+1) - E(N)] = (1-w)E(N) + wE(N+1).$$

The tactic `constructor` separates the two claims. The first is met by supplying `pair N (N + 1)`; in the second, `rintro` takes an arbitrary ensemble `P` with the required mean, and `line_le_energy` supplies the bound.

```lean
/-- If the energy differences increase strictly, an ensemble of mean electron number `N + w`
with energy `(1 - w) E(N) + w E(N+1)` has weight only on `N` and `N + 1` electrons. -/
theorem minimiser_is_two_state {E : ℕ → ℝ} (hE : StrictMono (step E)) (P : Ensemble)
    (N : ℕ) {w : ℝ} (hm : P.mean = N + w)
    (he : P.energy E = (1 - w) * E N + w * E (N + 1))
    {n : ℕ} (hn : n ∈ P.states) (hw : P.weight n ≠ 0) : n = N ∨ n = N + 1 := by
  have hz : ∑ k ∈ P.states, P.weight k * (E k - (E N + ((k : ℝ) - N) * step E N)) = 0 := by
    rw [sum_excess, hm, he]
    simp only [step]
    ring
  -- a vanishing sum of nonnegative terms vanishes term by term
  have hterm := (Finset.sum_eq_zero_iff_of_nonneg (fun k _ => mul_nonneg (P.nonneg k)
    (sub_nonneg.2 (line_le hE.monotone N k)))).1 hz n hn
  have hline : E n - (E N + ((n : ℝ) - N) * step E N) = 0 :=
    (mul_eq_zero.1 hterm).resolve_left hw
  by_contra hc
  rcases lt_or_ge n N with h | h
  · have hl := line_le hE.monotone N (n + 1)
    have hs := hE h
    have hd : step E n = E (n + 1) - E n := rfl
    push_cast at hl
    linarith
  · obtain ⟨m, rfl⟩ : ∃ m, n = m + 1 := ⟨n - 1, by omega⟩
    have hl := line_le hE.monotone N m
    have hs := hE (show N < m by omega)
    have hd : step E m = E (m + 1) - E m := rfl
    push_cast at hline
    linarith
```

With strictly increasing differences, `StrictMono (step E)`, a minimising ensemble has weight only on $N$ and $N+1$. The hypothesis `hw` is there because an electron number may be listed in `states` with weight zero. Strict increase at every electron number is a strong demand. In free space an electron that is not bound can be far away at no cost in energy, so once a system binds no more electrons, all further steps are zero. The argument below, however, uses strict inequality only between $\Delta_N$ and the other steps. By hand it therefore also covers nondecreasing steps in which $\Delta_N$ differs from every other step.

By hand, the mean and energy of such an ensemble make its weighted excess over the line vanish. A sum of nonnegative terms that vanishes does so term by term, so every $n$ with $p_n \ne 0$ has its energy on the line. Below $N$ this is impossible, because $\Delta_n < \Delta_N$ gives

$$E(n) = E(n+1) - \Delta_n > E(n+1) - \Delta_N \ge E(N) + (n-N)\Delta_N.$$

Above $N+1$, write $n = m+1$ with $m > N$. Then

$$E(m+1) = E(m) + \Delta_m > E(m) + \Delta_N \ge E(N) + (m+1-N)\Delta_N,$$

which is again off the line. In the code, `hz` is the vanishing sum, `hline` puts $E(n)$ on the line, and the two cases after `by_contra` are these two contradictions.

If two successive steps are equal, $\Delta_N = \Delta_{N+1}$, the minimiser need not be of this form: the equal mixture of $N$ and $N+2$ has mean $N+1$ and energy exactly $E(N+1)$.

## What the condition on the steps means

```lean
/-- The energy differences are nondecreasing exactly when no ensemble with an integer mean
electron number `N` has an energy below `E(N)`. -/
theorem convex_iff_integer_stable (E : ℕ → ℝ) :
    Monotone (step E) ↔ ∀ (N : ℕ) (P : Ensemble), P.mean = N → E N ≤ P.energy E := by
  constructor
  · intro hE N P hm
    have h := line_le_energy hE P N
    rw [hm] at h
    linarith
  · intro h
    refine monotone_nat_of_le_succ fun n => ?_
    -- test stability against the equal mixture of n and n + 2 electrons
    have ht := h (n + 1) (pair n (n + 2) (by omega) (1 / 2) (by norm_num) (by norm_num))
      (by rw [pair_mean]; push_cast; ring)
    rw [pair_energy] at ht
    change E (n + 1) - E n ≤ E (n + 2) - E (n + 1)
    linarith
```

The symbol `↔` means "if and only if". The differences are nondecreasing exactly when no mixture with integer mean $N$ has an energy below $E(N)$.

In the forward direction, set $\bar n = N$ in the bound of `line_le_energy`; the slope term vanishes and $E(N) \le \bar E$ remains. For the converse, test $n+1$ electrons against the equal mixture of $n$ and $n+2$:

$$E(n+1) \le \tfrac12 E(n) + \tfrac12 E(n+2), \qquad\text{that is,}\qquad \Delta_n \le \Delta_{n+1}.$$

By `monotone_nat_of_le_succ`, comparing neighbouring steps is enough. In chemical terms, two distant copies with $n+1$ electrons each do not gain energy by disproportionating into one with $n$ and one with $n+2$.

## Charge transfer between separated fragments

```lean
/-- Two separated fragments have nondecreasing energy differences, and the ionisation energy
of `A` with `M + 1` electrons is at least the electron affinity of `B` with `K` electrons.
Then moving a mean charge of `q ≥ 0` electrons from `A` to `B` does not lower the energy. -/
theorem no_fractional_transfer {EA EB : ℕ → ℝ} (hA : Monotone (step EA))
    (hB : Monotone (step EB)) (M K : ℕ) (hgap : EB K - EB (K + 1) ≤ EA M - EA (M + 1))
    {q : ℝ} (hq : 0 ≤ q) (P Q : Ensemble) (hP : P.mean = M + 1 - q) (hQ : Q.mean = K + q) :
    EA (M + 1) + EB K ≤ P.energy EA + Q.energy EB := by
  have h1 := line_le_energy hA P M
  have h2 := line_le_energy hB Q K
  rw [hP] at h1
  rw [hQ] at h2
  simp only [step] at h1 h2
  -- the cost of the transfer is q times (ionisation energy - affinity)
  have h3 := mul_nonneg hq (sub_nonneg.2 hgap)
  nlinarith [h1, h2, h3]

end

end FractionalCharge
```

Fragment $A$ starts with $M+1$ electrons and fragment $B$ with $K$. Write $I = E_A(M) - E_A(M+1)$ for the ionisation energy of $A$ and $F = E_B(K) - E_B(K+1)$ for the electron affinity of $B$. The hypothesis `hgap` is $F \le I$. The ensembles `P` and `Q` describe the fragments after a mean number $q \ge 0$ of electrons has moved from $A$ to $B$.

Apply the line bound to each fragment, at $M$ for $A$ and at $K$ for $B$:

$$\bar E_A \ge E_A(M) + (1-q)\,[E_A(M+1) - E_A(M)] = E_A(M+1) + qI,$$

$$\bar E_B \ge E_B(K) + q\,[E_B(K+1) - E_B(K)] = E_B(K) - qF.$$

The sum is at least $E_A(M+1) + E_B(K) + q(I-F)$, and the last term is nonnegative. In Lean the two bounds are `h1` and `h2`, the sign of $q(I-F)$ is `h3`, and `nlinarith` adds them up.

The total energy here is the sum of the fragment energies. The Coulomb interaction between the fragments is left out; at finite distance it can favour transfer between fragments that are neutral at the start. Transfer from $B$ to $A$ is possible only if $K \ge 1$; it does not lower the energy if the corresponding condition holds with the roles exchanged.

The smallest case is the pair from the beginning: identical fragments, $M = K = 0$ and $q = \tfrac12$. Now $I = F$, so `hgap` holds with equality. If the common energy function has nondecreasing steps, two ensembles with half an electron each have a total energy of at least $E(1) + E(0)$, and the spurious gain is gone.

```lean
#print axioms FractionalCharge.piecewise_linear_energy
#print axioms FractionalCharge.minimiser_is_two_state
#print axioms FractionalCharge.convex_iff_integer_stable
#print axioms FractionalCharge.no_fractional_transfer
```

```
'FractionalCharge.piecewise_linear_energy' depends on axioms: [propext, Classical.choice, Quot.sound]
'FractionalCharge.minimiser_is_two_state' depends on axioms: [propext, Classical.choice, Quot.sound]
'FractionalCharge.convex_iff_integer_stable' depends on axioms: [propext, Classical.choice, Quot.sound]
'FractionalCharge.no_fractional_transfer' depends on axioms: [propext, Classical.choice, Quot.sound]
```
